# A quasi-free fermion state with $\kappa\kappa^*=g-g^2$ has number variance $2\,\mathrm{tr}(g-g^2)$

After converging a Hartree–Fock–Bogoliubov calculation, I read the spread of the particle number off the one-particle density matrix $g$, as $2\,\mathrm{tr}(g-g^2)$. The factor of two bothers me. If each natural spin orbital were filled independently with probability $n_p$, the variance would be $\sum_p n_p(1-n_p)=\mathrm{tr}(g-g^2)$, which is half of what I print. Is the two a spin degeneracy that I might be counting twice? And why does the trace of my two-particle matrix come out larger than $N(N-1)$, with $N=\mathrm{tr}\,g$?

## Pairing supplies the second half of the variance

The two is not a spin factor, since the trace already runs over all spin orbitals. Independent filling accounts for one $\mathrm{tr}(g-g^2)$. The other is $\mathrm{tr}\,\kappa\kappa^*$, where $\kappa$ is the pairing matrix and $\kappa^*$ its conjugate transpose: paired orbitals are filled and emptied together, which widens the number distribution. For a Bogoliubov vacuum the two contributions are equal.

Let $a_i$ be the annihilators of finitely many orthonormal modes, and write $\langle\cdot\rangle$ for the expectation. Set
$$g_{ik}=\langle a_k^*a_i\rangle,\qquad \kappa_{ij}=\langle a_ja_i\rangle .$$
The two-particle matrix, or two-matrix for short, has the elements $\langle a_k^*a_l^*a_ja_i\rangle$. For these, Wick's rule reads
$$\langle a_k^*a_l^*a_ja_i\rangle=g_{ik}g_{jl}-g_{il}g_{jk}+\kappa_{ij}\overline{\kappa_{kl}} .$$

For the trace, put $k=i$, $l=j$ and sum over $i$ and $j$. The direct term gives $\sum_{ij}g_{ii}g_{jj}=N^2$, the exchange term $-\sum_{ij}g_{ij}g_{ji}=-\mathrm{tr}\,g^2$, and the pairing term $\sum_{ij}|\kappa_{ij}|^2=\mathrm{tr}\,\kappa\kappa^*$. Hence the trace is
$$T=N^2-\mathrm{tr}\,g^2+\mathrm{tr}\,\kappa\kappa^* .$$
Since $N^2-\mathrm{tr}\,g^2=N(N-1)+\mathrm{tr}(g-g^2)$, the relation $\kappa\kappa^*=g-g^2$ turns this into
$$T=N(N-1)+2\,\mathrm{tr}(g-g^2).$$
That relation expresses the purity of the quasi-free state: it holds for a Bogoliubov vacuum and generally fails for a thermal state.

The excess over $N(N-1)$ is the number variance. To see this, take $\hat N=\sum_i a_i^*a_i$ and order one term of its square with the anticommutation relations:
$$a_i^*a_ia_j^*a_j=a_i^*(\delta_{ij}-a_j^*a_i)a_j=\delta_{ij}a_i^*a_j+a_i^*a_j^*a_ja_i .$$
The last step uses $a_ia_j=-a_ja_i$. Summing gives $\hat N^2=\sum_{ij}a_i^*a_j^*a_ja_i+\hat N$, so
$$\langle\hat N^2\rangle-\langle\hat N\rangle^2=T+N-N^2=\mathrm{tr}(g-g^2)+\mathrm{tr}\,\kappa\kappa^* .$$
With $\kappa\kappa^*=g-g^2$ this is $2\,\mathrm{tr}(g-g^2)=2\sum_{ij}|\kappa_{ij}|^2$, which vanishes exactly when $\kappa=0$. Your independent-filling estimate is the case $\kappa=0$ of the formula before purity is imposed.

Two modes show the numbers. Take the normalised vector $\tfrac35|0\rangle+\tfrac45|12\rangle$. Each mode has occupation $16/25$, so $g=\tfrac{16}{25}\mathbb 1$ and $N=32/25$, while $\kappa_{12}=-\kappa_{21}=12/25$. Both $g-g^2$ and $\kappa\kappa^*$ equal $\tfrac{144}{625}\mathbb 1$. The variance is therefore $4\cdot\tfrac{144}{625}=\tfrac{576}{625}$. Counting directly, the particle number is 2 with probability $16/25$ and 0 otherwise, so the variance is $\tfrac{64}{25}-\left(\tfrac{32}{25}\right)^2=\tfrac{576}{625}$. The two-matrix trace is $\tfrac{32}{25}\cdot\tfrac{7}{25}+\tfrac{576}{625}=\tfrac{32}{25}$, which agrees with $\langle\hat N(\hat N-1)\rangle=2\cdot\tfrac{16}{25}$. Independent filling would have given only $\tfrac{288}{625}$.

In the Lean version below, the finite type `ι` labels the modes and `A` is the algebra containing their operators, with `star` as the adjoint. `IsCAR a` states the anticommutation relations. The expectation is a complex-linear map `ω`; neither positivity nor $\omega(1)=1$ is required, but `numberVariance` is a variance in the statistical sense when `ω` is a state. `oneMatrix` and `pairMatrix` are $g$ and $\kappa$ with the index order used above. Some texts use $\kappa^*$ for the entrywise complex conjugate, which for an antisymmetric $\kappa$ is minus the conjugate transpose meant here, so their purity relation has the opposite sign. Many texts write $\rho$ or $\gamma$ for $g$, and some normalise the two-matrix to $N(N-1)/2$ for a fixed particle number, whereas here it is $N(N-1)$.

`WickRule` is the four-operator identity displayed above and nothing more: higher expectations play no role. The identity does hold for every Bogoliubov vacuum, but the Lean code assumes it and does not derive it from a Bogoliubov transformation. The purity relation is likewise assumed, as `hκ`. The trace formula `trace_quasiFreeTwoMatrix` needs only the matrices, with $\mathrm{tr}\,g=N$ and `hκ`; it requires neither a Hermitian $g$ nor an antisymmetric $\kappa$. `numberVariance_eq` gives the two-part variance without purity, `numberVariance_bogoliubov` gives your printed formula, and `numberVariance_eq_zero_iff` gives the criterion $\kappa=0$. Finally, `numberVariance_witness` establishes all the hypotheses and the value $576/625$ for the two-mode example, whose modes Lean numbers 0 and 1.

The step left to you is to identify the arrays in your program with `oneMatrix` and `pairMatrix` of one and the same state, in an orthonormal basis. In a non-orthogonal atomic-orbital basis, the overlap matrix has to be taken into account first.

```lean
import Mathlib

open Matrix
open scoped ComplexOrder

namespace QuasiFreeNumberVariance

noncomputable section

variable {ι A : Type*} [Fintype ι] [DecidableEq ι] [Ring A] [StarRing A] [Algebra ℂ A]

/-- The quasi-free two-matrix built from a one-particle matrix `g` and a pairing matrix `κ`:
direct term, exchange term and pairing term. -/
def quasiFreeTwoMatrix (g κ : Matrix ι ι ℂ) (i j k l : ι) : ℂ :=
  g i k * g j l - g i l * g j k + κ i j * star (κ k l)

/-- The canonical anticommutation relations for annihilators `a i` and creators `star (a i)`. -/
structure IsCAR (a : ι → A) : Prop where
  anti : ∀ i j, a i * a j + a j * a i = 0
  mixed : ∀ i j, a i * star (a j) + star (a j) * a i = if i = j then 1 else 0

/-- The one-particle density matrix: the expectation of `a*_k a_i`. -/
def oneMatrix (ω : A →ₗ[ℂ] ℂ) (a : ι → A) : Matrix ι ι ℂ :=
  Matrix.of fun i k => ω (star (a k) * a i)

/-- The pairing matrix: the expectation of `a_j a_i`. -/
def pairMatrix (ω : A →ₗ[ℂ] ℂ) (a : ι → A) : Matrix ι ι ℂ :=
  Matrix.of fun i j => ω (a j * a i)

/-- Wick's rule for the expectations of two creators followed by two annihilators. -/
def WickRule (ω : A →ₗ[ℂ] ℂ) (a : ι → A) : Prop :=
  ∀ i j k l, ω (star (a k) * star (a l) * a j * a i) =
    quasiFreeTwoMatrix (oneMatrix ω a) (pairMatrix ω a) i j k l

/-- The particle-number operator, the sum of `a*_i a_i` over all modes. -/
def numberOp (a : ι → A) : A := ∑ i, star (a i) * a i

/-- The variance of the particle number: mean square minus squared mean. -/
def numberVariance (ω : A →ₗ[ℂ] ℂ) (a : ι → A) : ℂ :=
  ω (numberOp a * numberOp a) - ω (numberOp a) ^ 2

omit [DecidableEq ι] in
/-- The trace of the quasi-free two-matrix is the sum of its direct, exchange and pairing
contributions. -/
theorem trace_contributions (g κ : Matrix ι ι ℂ) :
    ∑ i, ∑ j, quasiFreeTwoMatrix g κ i j i j =
      g.trace * g.trace - (g * g).trace + (κ * κᴴ).trace := by
  simp only [quasiFreeTwoMatrix, Finset.sum_add_distrib, Finset.sum_sub_distrib,
    Matrix.trace, Matrix.diag_apply, Matrix.mul_apply, Matrix.conjTranspose_apply,
    Finset.sum_mul_sum]

omit [DecidableEq ι] in
/-- If `g` has trace `N` and `κ κ* = g - g²`, the quasi-free two-matrix has trace
`N (N - 1) + 2 tr (g - g²)`. -/
theorem trace_quasiFreeTwoMatrix (g κ : Matrix ι ι ℂ) (N : ℂ) (hN : g.trace = N)
    (hκ : κ * κᴴ = g - g * g) :
    ∑ i, ∑ j, quasiFreeTwoMatrix g κ i j i j =
      N * (N - 1) + 2 * (g - g * g).trace := by
  rw [trace_contributions, hκ, Matrix.trace_sub, hN]
  ring

omit [Algebra ℂ A] in
/-- For fermions, the squared number operator is the normally ordered pair-counting operator
plus the number operator. -/
theorem numberOp_sq {a : ι → A} (h : IsCAR a) :
    numberOp a * numberOp a =
      (∑ i, ∑ j, star (a i) * star (a j) * a j * a i) + numberOp a := by
  -- normal ordering of a single term
  have term : ∀ i j, star (a i) * a i * (star (a j) * a j) =
      star (a i) * star (a j) * a j * a i + if i = j then star (a i) * a j else 0 := by
    intro i j
    calc star (a i) * a i * (star (a j) * a j)
        = star (a i) * (a i * star (a j) + star (a j) * a i) * a j
          - star (a i) * star (a j) * (a i * a j + a j * a i)
          + star (a i) * star (a j) * a j * a i := by noncomm_ring
      _ = _ := by
          rw [h.mixed, h.anti]
          split_ifs <;> simp [add_comm]
  unfold numberOp
  rw [Finset.sum_mul_sum]
  simp only [term, Finset.sum_add_distrib, Finset.sum_ite_eq, Finset.mem_univ, if_true]

/-- For fermion modes and an expectation functional obeying Wick's rule, the number variance is
`tr (g - g²) + tr (κ κ*)`. -/
theorem numberVariance_eq {ω : A →ₗ[ℂ] ℂ} {a : ι → A} (h : IsCAR a) (hW : WickRule ω a) :
    numberVariance ω a =
      (oneMatrix ω a - oneMatrix ω a * oneMatrix ω a).trace +
        (pairMatrix ω a * (pairMatrix ω a)ᴴ).trace := by
  have hN : ω (numberOp a) = (oneMatrix ω a).trace := by
    simp [numberOp, oneMatrix, Matrix.trace]
  -- the pair-counting operator has the trace of the two-matrix as its expectation
  have hD : ω (∑ i, ∑ j, star (a i) * star (a j) * a j * a i) =
      ∑ i, ∑ j, quasiFreeTwoMatrix (oneMatrix ω a) (pairMatrix ω a) i j i j := by
    simp only [map_sum]
    exact Finset.sum_congr rfl fun i _ => Finset.sum_congr rfl fun j _ => hW i j i j
  rw [numberVariance, numberOp_sq h, map_add, hD, hN, trace_contributions, Matrix.trace_sub]
  ring

/-- For fermion modes, Wick's rule and `κ κ* = g - g²` give the Bogoliubov number variance
`2 tr (g - g²)`. -/
theorem numberVariance_bogoliubov {ω : A →ₗ[ℂ] ℂ} {a : ι → A} (h : IsCAR a)
    (hW : WickRule ω a)
    (hκ : pairMatrix ω a * (pairMatrix ω a)ᴴ =
      oneMatrix ω a - oneMatrix ω a * oneMatrix ω a) :
    numberVariance ω a = 2 * (oneMatrix ω a - oneMatrix ω a * oneMatrix ω a).trace := by
  rw [numberVariance_eq h hW, hκ]
  ring

/-- For fermion modes, Wick's rule and `κ κ* = g - g²`, the number variance vanishes exactly
when the pairing matrix vanishes. -/
theorem numberVariance_eq_zero_iff {ω : A →ₗ[ℂ] ℂ} {a : ι → A} (h : IsCAR a)
    (hW : WickRule ω a)
    (hκ : pairMatrix ω a * (pairMatrix ω a)ᴴ =
      oneMatrix ω a - oneMatrix ω a * oneMatrix ω a) :
    numberVariance ω a = 0 ↔ pairMatrix ω a = 0 := by
  rw [numberVariance_bogoliubov h hW hκ, ← hκ, mul_eq_zero, or_iff_right two_ne_zero]
  exact Matrix.trace_mul_conjTranspose_self_eq_zero_iff

/-- Two fermion annihilators as matrices in the basis `|0⟩, |1⟩, |2⟩, |12⟩`. -/
def modes : Fin 2 → Matrix (Fin 4) (Fin 4) ℂ :=
  ![!![0, 1, 0, 0; 0, 0, 0, 0; 0, 0, 0, 1; 0, 0, 0, 0],
    !![0, 0, 1, 0; 0, 0, 0, -1; 0, 0, 0, 0; 0, 0, 0, 0]]

/-- The paired vector `(3/5) |0⟩ + (4/5) |12⟩`. -/
def pairedVector : Fin 4 → ℂ := ![3 / 5, 0, 0, 4 / 5]

/-- The expectation value of a matrix in the paired vector. -/
def pairedState : Matrix (Fin 4) (Fin 4) ℂ →ₗ[ℂ] ℂ where
  toFun X := star pairedVector ⬝ᵥ (X *ᵥ pairedVector)
  map_add' X Y := by rw [Matrix.add_mulVec, dotProduct_add]
  map_smul' c X := by rw [Matrix.smul_mulVec, dotProduct_smul, RingHom.id_apply]

/-- The expectation value in the paired vector, written out in matrix elements. -/
theorem pairedState_apply (X : Matrix (Fin 4) (Fin 4) ℂ) :
    pairedState X = 9 / 25 * X 0 0 + 12 / 25 * (X 0 3 + X 3 0) + 16 / 25 * X 3 3 := by
  change star pairedVector ⬝ᵥ (X *ᵥ pairedVector) = _
  have h3 : (starRingEnd ℂ) 3 = 3 := Complex.conj_eq_iff_im.2 (by simp)
  have h4 : (starRingEnd ℂ) 4 = 4 := Complex.conj_eq_iff_im.2 (by simp)
  have h5 : (starRingEnd ℂ) 5 = 5 := Complex.conj_eq_iff_im.2 (by simp)
  simp [pairedVector, dotProduct, Matrix.mulVec, Fin.sum_univ_four, h3, h4, h5]
  ring

/-- The two modes in the paired vector satisfy the anticommutation relations, Wick's rule and
`κ κ* = g - g²`, and their number variance is `576/625`. -/
theorem numberVariance_witness :
    IsCAR modes ∧ WickRule pairedState modes ∧
    pairMatrix pairedState modes * (pairMatrix pairedState modes)ᴴ =
      oneMatrix pairedState modes - oneMatrix pairedState modes * oneMatrix pairedState modes ∧
    numberVariance pairedState modes = 576 / 625 := by
  have h12 : (starRingEnd ℂ) 12 = 12 := Complex.conj_eq_iff_im.2 (by simp)
  have h25 : (starRingEnd ℂ) 25 = 25 := Complex.conj_eq_iff_im.2 (by simp)
  have hcar : IsCAR modes := by
    constructor <;> intro i j <;> fin_cases i <;> fin_cases j <;> ext p q <;>
      fin_cases p <;> fin_cases q <;>
      simp only [Matrix.add_apply, Matrix.mul_apply, Fin.sum_univ_four,
        Matrix.star_eq_conjTranspose, Matrix.conjTranspose_apply] <;>
      simp [modes]
  -- two annihilators can only empty the doubly occupied state
  have hprod : ∀ i j, modes j * modes i = (!![0, 1; -1, 0] : Matrix (Fin 2) (Fin 2) ℂ) i j •
      (!![0, 0, 0, 1; 0, 0, 0, 0; 0, 0, 0, 0; 0, 0, 0, 0] : Matrix (Fin 4) (Fin 4) ℂ) := by
    intro i j
    fin_cases i <;> fin_cases j <;> ext p q <;> fin_cases p <;> fin_cases q <;>
      simp [modes, Matrix.mul_apply, Fin.sum_univ_four]
  have hg : oneMatrix pairedState modes = !![16 / 25, 0; 0, 16 / 25] := by
    ext i j
    fin_cases i <;> fin_cases j <;>
      simp [oneMatrix, pairedState_apply, modes, Matrix.mul_apply, Fin.sum_univ_four,
        Matrix.star_eq_conjTranspose]
  have hk : pairMatrix pairedState modes = !![0, 12 / 25; -(12 / 25), 0] := by
    ext i j
    simp only [pairMatrix, Matrix.of_apply, hprod, map_smul, pairedState_apply]
    fin_cases i <;> fin_cases j <;> simp
  have hE : pairedState (star
      (!![0, 0, 0, 1; 0, 0, 0, 0; 0, 0, 0, 0; 0, 0, 0, 0] : Matrix (Fin 4) (Fin 4) ℂ) *
      !![0, 0, 0, 1; 0, 0, 0, 0; 0, 0, 0, 0; 0, 0, 0, 0]) = 16 / 25 := by
    simp only [pairedState_apply, Matrix.mul_apply, Fin.sum_univ_four,
      Matrix.star_eq_conjTranspose, Matrix.conjTranspose_apply]
    simp
  have hW : WickRule pairedState modes := by
    intro i j k l
    have hs : star (modes k) * star (modes l) * modes j * modes i =
        star (modes l * modes k) * (modes j * modes i) := by
      simp only [star_mul, mul_assoc]
    rw [hs, hprod, hprod, star_smul, smul_mul_assoc, mul_smul_comm, map_smul, map_smul, hE,
      hg, hk]
    fin_cases i <;> fin_cases j <;> fin_cases k <;> fin_cases l <;>
      norm_num [quasiFreeTwoMatrix, h12, h25]
  have hp : pairMatrix pairedState modes * (pairMatrix pairedState modes)ᴴ =
      oneMatrix pairedState modes -
        oneMatrix pairedState modes * oneMatrix pairedState modes := by
    rw [hg, hk]
    ext i j
    fin_cases i <;> fin_cases j <;> norm_num [Matrix.mul_apply, Fin.sum_univ_two, h12, h25]
  refine ⟨hcar, hW, hp, ?_⟩
  rw [numberVariance_bogoliubov hcar hW hp, hg]
  norm_num [Matrix.trace, Matrix.mul_apply, Fin.sum_univ_two]

end

end QuasiFreeNumberVariance
```

```lean
#print axioms QuasiFreeNumberVariance.trace_quasiFreeTwoMatrix
-- 'QuasiFreeNumberVariance.trace_quasiFreeTwoMatrix' depends on axioms: [propext, Classical.choice, Quot.sound]
#print axioms QuasiFreeNumberVariance.numberVariance_eq_zero_iff
-- 'QuasiFreeNumberVariance.numberVariance_eq_zero_iff' depends on axioms: [propext, Classical.choice, Quot.sound]
```

The proof follows the calculation above. In `trace_contributions`, `simp only` expands traces and matrix products into sums and matches the direct, exchange and pairing terms. `trace_quasiFreeTwoMatrix` then substitutes `hκ` and the value of the trace, and `ring` collects the terms into $N(N-1)+2\,\mathrm{tr}(g-g^2)$.

The operator work is in `numberOp_sq`. Its local statement `term` orders a single product $a_i^*a_ia_j^*a_j$. The tactic `noncomm_ring` first rewrites that product so that both anticommutators appear as whole brackets:
$$a_i^*\{a_i,a_j^*\}a_j-a_i^*a_j^*\{a_i,a_j\}+a_i^*a_j^*a_ja_i .$$
The relations `h.mixed` and `h.anti` replace the brackets by $\delta_{ij}$ and zero. Summing over both indices then reduces the $\delta_{ij}$ part to $\hat N$.

In `numberVariance_eq`, `hN` identifies $\langle\hat N\rangle$ with $\mathrm{tr}\,g$, and `hD` applies Wick's rule term by term to identify the expectation of the pair-counting operator with $T$. The squares of $N$ cancel in the closing `ring`. `numberVariance_bogoliubov` inserts the purity relation. For the vanishing criterion, that relation is used backwards to write the variance as $2\,\mathrm{tr}\,\kappa\kappa^*$, and a Mathlib lemma says that $\mathrm{tr}\,\kappa\kappa^*=0$ exactly when $\kappa=0$.

The example is settled by finite matrix calculations. Here `hprod` shortens the check of Wick's rule: every product of two annihilators is $0$ or $\pm1$ times the one matrix that takes $|12\rangle$ to $|0\rangle$. All sixteen index choices therefore rest on the single expectation `hE`, equal to $16/25$. For the doubly occupied pair, Wick's rule gives the same number as $\left(\tfrac{16}{25}\right)^2+\left(\tfrac{12}{25}\right)^2=\tfrac{16}{25}$.

For a Hartree–Fock–Bogoliubov calculation in a finite orthonormal basis, $2\,\mathrm{tr}(g-g^2)$ is thus the correct number variance as long as the state is a pure quasi-free one. At finite temperature, keep the two contributions separate and compute $\mathrm{tr}(g-g^2)+\mathrm{tr}\,\kappa\kappa^*$.
